# The Squared Norm of a Uniform Periodic Matrix Product State as the Trace of a Transfer-Matrix Power

Consider a ring of $N$ sites, each with $d$ levels labelled by $k$. A uniform periodic matrix product state (MPS) is specified by one complex $D\times D$ matrix $A^k$ for each level, the same family at every site. A string $s=(s_0,\dots,s_{N-1})$ assigns a level to each site, and its amplitude is

$$\psi_A(s)=\operatorname{Tr}\left(A^{s_0}A^{s_1}\cdots A^{s_{N-1}}\right).$$

The state is $|\psi_A\rangle=\sum_s\psi_A(s)\,|s_0\cdots s_{N-1}\rangle$, in an orthonormal product basis. It is in general not normalised, so a normalised expectation value is a quotient whose denominator is the squared norm $\sum_s|\psi_A(s)|^2$, assumed nonzero. Written this way, the norm has $d^N$ terms.

A bar denotes entrywise complex conjugation, without transposition. The transfer matrix is

$$E=\sum_k A^k\otimes\overline{A^k},$$

a $D^2\times D^2$ matrix acting on pairs of bond indices, the ket index first and the bra index second. The claim is that, for every $N$,

$$\sum_s|\psi_A(s)|^2=\operatorname{Tr}(E^N).$$

For uniform MPS of finite bond dimension on a ring, this replaces the sum over $d^N$ strings by a power of one matrix whose size does not depend on $N$.

## From a sum over strings to a matrix power

Fix a string $s$ and write $X=A^{s_0}\cdots A^{s_{N-1}}$. Conjugation respects sums and products of complex numbers, so it can be applied to each matrix without changing their order:

$$\overline{\psi_A(s)}=\operatorname{Tr}\overline{X}=\operatorname{Tr}\left(\overline{A^{s_0}}\cdots\overline{A^{s_{N-1}}}\right).$$

The trace of a Kronecker product factorises, since

$$\operatorname{Tr}(X\otimes Y)=\sum_{a,b}X_{aa}Y_{bb}=\operatorname{Tr}X\,\operatorname{Tr}Y.$$

With $Y=\overline X$ this gives $|\psi_A(s)|^2=\operatorname{Tr}(X\otimes\overline X)$. The rule $(P\otimes Q)(P'\otimes Q')=PP'\otimes QQ'$, applied site by site, then yields

$$X\otimes\overline X=\left(A^{s_0}\otimes\overline{A^{s_0}}\right)\cdots\left(A^{s_{N-1}}\otimes\overline{A^{s_{N-1}}}\right).$$

Now sum over all strings. Each letter $s_i$ occurs in one factor only, so by the distributive law the sum of ordered products is the ordered product of the sums:

$$\sum_s\prod_{i=0}^{N-1}\left(A^{s_i}\otimes\overline{A^{s_i}}\right)=\prod_{i=0}^{N-1}\left(\sum_kA^k\otimes\overline{A^k}\right)=E^N.$$

Products run from left to right in the order of the sites. Taking the trace proves the claim.

The bra and ket layers may also carry different tensors. If $B^k$ is a second family, possibly of another bond dimension, the same steps give

$$\langle\psi_B|\psi_A\rangle=\sum_s\overline{\psi_B(s)}\,\psi_A(s)=\operatorname{Tr}\left[\left(\sum_kA^k\otimes\overline{B^k}\right)^N\right].$$

The smallest cases serve as a check. For $N=1$ the identity reads $\sum_k|\operatorname{Tr}A^k|^2=\operatorname{Tr}E$. For $N=0$ there is one empty string, whose amplitude is the trace of the identity, $D$; both sides equal $D^2$. For $D=1$ the matrices are numbers $a_k$, the state is a product state, and the squared norm is $\left(\sum_k|a_k|^2\right)^N$.

## Site operators and the GHZ state

Let $O_i$ be an operator at site $i$ with matrix elements $(O_i)_{kl}=\langle k|O_i|l\rangle$. Then

$$\langle\psi_A|O_0\otimes\cdots\otimes O_{N-1}|\psi_A\rangle=\sum_{s,t}\overline{\psi_A(s)}\left(\prod_i(O_i)_{s_it_i}\right)\psi_A(t).$$

As before, $\overline{\psi_A(s)}\,\psi_A(t)$ is the trace of the ordered product of the matrices $A^{t_i}\otimes\overline{A^{s_i}}$. Attach the number $(O_i)_{s_it_i}$ to the factor at site $i$ and sum over both strings. The result is

$$\operatorname{Tr}\left(E_{O_0}E_{O_1}\cdots E_{O_{N-1}}\right),\qquad E_O=\sum_{k,l}O_{kl}\,A^l\otimes\overline{A^k}.$$

The normalised expectation value is this trace divided by $\operatorname{Tr}(E^N)$, provided the latter is nonzero. An identity operator gives $E_{\mathbb 1}=E$, so a two-point correlation function has two dressed factors among powers of $E$.

For the GHZ state take $D=d$ and $A^k=|k\rangle\langle k|$. Then $E=\sum_k|kk\rangle\langle kk|$ is a projector of rank $d$. For $N\ge1$ we have $E^N=E$, and the squared norm is $d$. This agrees with direct counting: the amplitude is $1$ on the $d$ constant strings and $0$ on all others. For $d\ge1$ the normalised state therefore has amplitude $1/\sqrt d$ on each constant string.

## Tensors and transfer matrices in Lean

The type `σ` is the set of physical levels, not a Pauli matrix. The types `m` and `n` are sets of bond indices, so the bond dimension $D$ is the number of elements of `n`. All three sets are finite, with no restriction on their size.

```lean
import Mathlib

open Matrix
open scoped Kronecker ComplexConjugate

namespace MPSTransferMatrix

variable {σ m n : Type*} [Fintype σ] [Fintype m] [DecidableEq m] [Fintype n] [DecidableEq n]
```

A string is a function `s : Fin N → σ`. Lean numbers the sites from $0$ to $N-1$, as above; the comments in the code write the same string as $s_1,\dots,s_N$. `List.ofFn` lists the matrices in site order, which fixes the order of the noncommuting product.

```lean
/-- The amplitude `Tr(A^(s_1) ... A^(s_N))` of the string `s` in the uniform periodic
matrix product state with tensors `A`. -/
noncomputable def amplitude {σ n : Type*} [Fintype n] [DecidableEq n]
    (A : σ → Matrix n n ℂ) {N : ℕ} (s : Fin N → σ) : ℂ :=
  (List.ofFn fun i => A (s i)).prod.trace
```

The next two definitions are the transfer matrices for an overlap and for a norm. In the comments on the transfer matrices, here and in the dressed case below, `s` and `t` denote single levels, written `k` and `l` in the code, and not strings. The symbol `⊗ₖ` is the Kronecker product, and `.map conj` conjugates each entry.

```lean
/-- The mixed transfer matrix `∑_s A^s ⊗ conj(B^s)` of two families of tensors. -/
noncomputable def mixedTransfer {σ m n : Type*} [Fintype σ]
    (A : σ → Matrix m m ℂ) (B : σ → Matrix n n ℂ) : Matrix (m × n) (m × n) ℂ :=
  ∑ k, A k ⊗ₖ (B k).map conj

/-- The transfer matrix `E = ∑_s A^s ⊗ conj(A^s)`. -/
noncomputable def transfer {σ n : Type*} [Fintype σ]
    (A : σ → Matrix n n ℂ) : Matrix (n × n) (n × n) ℂ :=
  ∑ k, A k ⊗ₖ (A k).map conj
```

The dressed matrix is $E_O$. In `O k l` the row index `k` belongs to the bra and the column index `l` to the ket. The operator is an arbitrary complex matrix and need not be Hermitian.

```lean
/-- The transfer matrix dressed with a one-site operator `O`:
`∑_(s,t) O_(s,t) A^t ⊗ conj(A^s)`. -/
noncomputable def dressedTransfer {σ n : Type*} [Fintype σ]
    (A : σ → Matrix n n ℂ) (O : Matrix σ σ ℂ) : Matrix (n × n) (n × n) ℂ :=
  ∑ k, ∑ l, O k l • (A l ⊗ₖ (A k).map conj)
```

These definitions describe a state by its amplitudes; no vector in a tensor-product Hilbert space is constructed. Reading the sums below as norms, overlaps and expectation values uses the orthonormality of the product basis, which is the step from the Lean model to the physical state. The results concern identical tensors on a closed ring. An open chain with boundary vectors would need a different statement.

## Expanding and factorising ordered products

The first lemma is the distributive law for strings. It holds in any semiring, in particular for matrices, and the summands may vary from site to site. The proof is by induction on the number of sites. With no sites, both sides are $1$. In the induction step, `Fin.consEquiv` identifies a string with its first letter and the remaining string, and `Finset.sum_mul_sum` expands the product of the two sums. The first factor stays on the left throughout.

```lean
/-- An ordered product of sums, one sum for each site, is the sum over all strings of the
ordered products. -/
theorem prod_sum_strings {R : Type*} [Semiring R] {N : ℕ} (F : Fin N → σ → R) :
    (List.ofFn fun i => ∑ k, F i k).prod
      = ∑ s : Fin N → σ, (List.ofFn fun i => F i (s i)).prod := by
  induction N with
  | zero => simp
  | succ N ih =>
    -- split a string into its first letter and the remaining string
    rw [List.ofFn_succ, List.prod_cons, ih (fun i k => F i.succ k),
      ← (Fin.consEquiv (fun _ : Fin (N + 1) => σ)).sum_comp, Fintype.sum_prod_type,
      Finset.sum_mul_sum]
    refine Finset.sum_congr rfl fun k _ => Finset.sum_congr rfl fun s _ => ?_
    simp [List.ofFn_succ, Fin.consEquiv]
```

The second lemma separates the ket layer from the bra layer. Its induction step is the rule $(P\otimes Q)(P'\otimes Q')=PP'\otimes QQ'$, called `Matrix.mul_kronecker_mul`.

```lean
/-- The ordered product of Kronecker products is the Kronecker product of the two ordered
products: the ket layer and the bra layer multiply separately. -/
theorem prod_kronecker {N : ℕ} (X : Fin N → Matrix m m ℂ) (Y : Fin N → Matrix n n ℂ) :
    (List.ofFn fun i => X i ⊗ₖ Y i).prod = (List.ofFn X).prod ⊗ₖ (List.ofFn Y).prod := by
  induction N with
  | zero => simp
  | succ N ih =>
    rw [List.ofFn_succ, List.prod_cons, ih (fun i => X i.succ) (fun i => Y i.succ),
      ← Matrix.mul_kronecker_mul, List.ofFn_succ (f := X), List.ofFn_succ (f := Y),
      List.prod_cons, List.prod_cons]
```

For expectation values, each site also carries a matrix element of an operator. These numbers commute with everything and can be collected in front of the matrix product.

```lean
/-- Scalar factors attached to the sites can be pulled out of an ordered matrix product. -/
theorem prod_smul_sites {N : ℕ} (c : Fin N → ℂ) (M : Fin N → Matrix n n ℂ) :
    (List.ofFn fun i => c i • M i).prod = (∏ i, c i) • (List.ofFn M).prod := by
  induction N with
  | zero => simp
  | succ N ih =>
    rw [List.ofFn_succ, List.prod_cons, ih (fun i => c i.succ) (fun i => M i.succ),
      smul_mul_smul_comm, Fin.prod_univ_succ, List.ofFn_succ (f := M), List.prod_cons]
```

The conjugate of an amplitude is handled by treating entrywise conjugation as a ring homomorphism on matrices. The auxiliary statement `h` moves conjugation inside the trace, and `map_list_prod` distributes it over the ordered product.

```lean
omit [Fintype σ] in
/-- The complex conjugate of an amplitude is the amplitude of the conjugated tensors. -/
theorem conj_amplitude (A : σ → Matrix n n ℂ) {N : ℕ} (s : Fin N → σ) :
    conj (amplitude A s) = amplitude (fun k => (A k).map conj) s := by
  have h : ∀ M : Matrix n n ℂ,
      conj M.trace = ((starRingEnd ℂ).mapMatrix M).trace := by
    intro M
    simp [Matrix.trace, map_sum]
  unfold amplitude
  rw [h, map_list_prod, List.map_ofFn]
  rfl
```

## Overlap, norm and expectation value

The overlap theorem says that, for any two families with the same physical levels and any $N$, the sum $\sum_s\overline{\psi_B(s)}\psi_A(s)$ is the trace of the $N$-th power of the mixed transfer matrix. The proof runs the derivation from right to left. It writes the power as an ordered product of $N$ equal factors, expands it into strings, and factorises the trace of each term with `prod_kronecker` and `Matrix.trace_kronecker`.

```lean
/-- The overlap of two uniform periodic matrix product states on `N` sites, possibly with
different bond dimensions, is the trace of the `N`-th power of their mixed transfer matrix. -/
theorem overlap_eq_trace_pow (A : σ → Matrix m m ℂ) (B : σ → Matrix n n ℂ) (N : ℕ) :
    ∑ s : Fin N → σ, conj (amplitude B s) * amplitude A s
      = (mixedTransfer A B ^ N).trace := by
  have h : mixedTransfer A B ^ N
      = (List.ofFn fun _ : Fin N => ∑ k, A k ⊗ₖ (B k).map conj).prod := by
    rw [mixedTransfer, List.ofFn_const, List.prod_replicate]
  -- expand the power into strings, then factorise the trace of each term
  rw [h, prod_sum_strings (fun _ k => A k ⊗ₖ (B k).map conj), Matrix.trace_sum]
  refine Finset.sum_congr rfl fun s _ => ?_
  rw [prod_kronecker (fun i => A (s i)) (fun i => (B (s i)).map conj),
    Matrix.trace_kronecker, conj_amplitude]
  exact mul_comm _ _
```

Setting `B` equal to `A` gives the main result. The left side is a sum of real numbers regarded as a complex number, because the trace on the right is complex by type. The equality thus also shows that $\operatorname{Tr}(E^N)$ is real and nonnegative. In the proof, `Complex.conj_mul'` replaces $\bar z z$ by $|z|^2$.

```lean
/-- The squared norm of the uniform periodic matrix product state on `N` sites,
`∑ |Tr(A^(s_1) ... A^(s_N))|²`, equals `Tr(E^N)`. -/
theorem norm_sq_eq_trace_transfer_pow (A : σ → Matrix n n ℂ) (N : ℕ) :
    ((∑ s : Fin N → σ, ‖amplitude A s‖ ^ 2 : ℝ) : ℂ) = (transfer A ^ N).trace := by
  have h := overlap_eq_trace_pow A A N
  simp only [Complex.conj_mul'] at h
  push_cast
  exact h
```

The next theorem allows a different operator at each site. Its left side is the double sum over a bra string `s` and a ket string `t`, without division by the norm. The distributive lemma is used twice, first for `s` and then for `t`. After that, `prod_smul_sites` extracts the product of matrix elements, and the remaining trace factorises as in the overlap.

```lean
/-- The unnormalised expectation value of a product `O_1 ⊗ ... ⊗ O_N` of site operators in a
uniform periodic matrix product state is the trace of the ordered product of the dressed
transfer matrices. -/
theorem expectation_eq_trace_prod (A : σ → Matrix n n ℂ) {N : ℕ}
    (O : Fin N → Matrix σ σ ℂ) :
    ∑ s : Fin N → σ, ∑ t : Fin N → σ,
        conj (amplitude A s) * (∏ i, O i (s i) (t i)) * amplitude A t
      = (List.ofFn fun i => dressedTransfer A (O i)).prod.trace := by
  simp only [dressedTransfer]
  -- expand first over the bra string, then over the ket string
  rw [prod_sum_strings (fun i k => ∑ l, O i k l • (A l ⊗ₖ (A k).map conj)),
    Matrix.trace_sum]
  refine Finset.sum_congr rfl fun s _ => ?_
  rw [prod_sum_strings (fun i l => O i (s i) l • (A l ⊗ₖ (A (s i)).map conj)),
    Matrix.trace_sum]
  refine Finset.sum_congr rfl fun t _ => ?_
  rw [prod_smul_sites (fun i => O i (s i) (t i))
      (fun i => A (t i) ⊗ₖ (A (s i)).map conj),
    prod_kronecker (fun i => A (t i)) (fun i => (A (s i)).map conj),
    Matrix.trace_smul, Matrix.trace_kronecker, conj_amplitude, smul_eq_mul]
  unfold amplitude
  ring
```

## The GHZ tensors through their transfer matrix

Here the bond indices are the physical levels themselves, and `ghz σ k` is the diagonal matrix with a single $1$ at position `k`.

```lean
/-- The GHZ tensors: `A^k` is the projector onto the bond state `k`. -/
noncomputable def ghz (σ : Type*) [DecidableEq σ] (k : σ) : Matrix σ σ ℂ :=
  Matrix.diagonal fun a => if a = k then 1 else 0
```

The last theorem states that the unnormalised GHZ state has squared norm $d$, written `Fintype.card σ`, on every ring with at least one site. For $N=0$ the formula gives $d^2$ instead, which differs from $d$ as soon as $d\ge2$.

The statement `h` inside the proof identifies $E$ as the diagonal matrix with entry $1$ where the two bond indices agree and $0$ elsewhere. It is checked entry by entry, with a case distinction on which indices coincide. The main theorem then turns the norm into $\operatorname{Tr}(E^N)$. The power of a diagonal matrix is taken entrywise, and `hN` ensures that the zero entries remain zero, so the trace counts the $d$ pairs of equal indices.

```lean
/-- On a ring of `N ≥ 1` sites with `d` levels each, the state built from the GHZ tensors has
squared norm `d`. -/
theorem ghz_norm_sq [DecidableEq σ] {N : ℕ} (hN : N ≠ 0) :
    ((∑ s : Fin N → σ, ‖amplitude (ghz σ) s‖ ^ 2 : ℝ) : ℂ) = Fintype.card σ := by
  -- the transfer matrix is the projector onto equal bond indices
  have h : transfer (ghz σ)
      = Matrix.diagonal (fun p : σ × σ => if p.1 = p.2 then (1 : ℂ) else 0) := by
    ext ⟨a, b⟩ ⟨c, e⟩
    simp only [transfer, ghz, Matrix.sum_apply, Matrix.kroneckerMap_apply, Matrix.map_apply,
      Matrix.diagonal_apply, Prod.mk.injEq]
    by_cases h1 : a = c
    · by_cases h2 : b = e
      · subst h1 h2
        by_cases h3 : a = b
        · simp [h3]
        · simp [h3]
      · simp [h2]
    · simp [h1]
  rw [norm_sq_eq_trace_transfer_pow, h, Matrix.diagonal_pow, Matrix.trace_diagonal,
    Fintype.sum_prod_type]
  simp [ite_pow, hN]

end MPSTransferMatrix
```

```lean
#print axioms MPSTransferMatrix.norm_sq_eq_trace_transfer_pow
#print axioms MPSTransferMatrix.expectation_eq_trace_prod
#print axioms MPSTransferMatrix.ghz_norm_sq
```

```
'MPSTransferMatrix.norm_sq_eq_trace_transfer_pow' depends on axioms: [propext, Classical.choice, Quot.sound]
'MPSTransferMatrix.expectation_eq_trace_prod' depends on axioms: [propext, Classical.choice, Quot.sound]
'MPSTransferMatrix.ghz_norm_sq' depends on axioms: [propext, Classical.choice, Quot.sound]
```
